# Central pair forces and the virial for a differentiable energy of pair distances between distinct atoms

An isolated cluster whose forces do not add up to zero accelerates by itself, and one with a net torque starts to spin. A fitted energy that may depend on the atomic positions in any way can do both. Neither happens if the energy is a function g of the pair distances, the atoms are at distinct positions, and g is differentiable at their distances. The force on each atom is then a sum of central pair forces that obey action and reaction, even if g is a many-body function, and the virial is a sum over pairs.

## The energy depends on pair distances alone

Let N atoms have positions x_i in a real inner product space V, for example R^d. A pair p = (k, l) has k < l, so each pair counts once. Its distance is r_p = ‖x_k − x_l‖, and the energy is E(x) = g(r), where r lists all the r_p.

```lean
import Mathlib

open scoped InnerProductSpace

noncomputable section

namespace DistancePotential

variable {N : ℕ} {V : Type*} [NormedAddCommGroup V] [InnerProductSpace ℝ V]

/-- The pairs of atoms, each counted once. -/
abbrev Pair (N : ℕ) := {p : Fin N × Fin N // p.1 < p.2}

/-- The list of all pair distances of a configuration. -/
def pairDist (x : Fin N → V) : Pair N → ℝ := fun p => ‖x p.1.1 - x p.1.2‖

/-- The energy, an arbitrary function `g` of all pair distances. -/
def energy (g : (Pair N → ℝ) → ℝ) (x : Fin N → V) : ℝ := g (pairDist x)
```

Physically, there is no external field and no preferred direction. The function g need not be a sum of pair terms. Angle terms fit in as well, because three distances between distinct atoms fix the cosine of an angle.

Without this hypothesis the conclusions fail already for one atom. Take E = ⟨a, x_0⟩ with a ≠ 0, a uniform field. The force is −a, there is no partner to exert it, and the total force is not zero.

Write s_p = ∂g/∂r_p for the slope of g along one distance, which is `bondSlope`. The symmetric version s_ij = s_ji is `pairSlope`, and r_ij = ‖x_i − x_j‖. The pair force is

F_ij = −(s_ij / r_ij) (x_i − x_j) for i ≠ j.

```lean
/-- The partial derivative of `g` with respect to the distance of one pair, for `g` differentiable
at the current distances. -/
def bondSlope (g : (Pair N → ℝ) → ℝ) (x : Fin N → V) (p : Pair N) : ℝ :=
  fderiv ℝ g (pairDist x) (Pi.single p 1)

/-- The same partial derivative labelled by two atoms in either order, and zero for `i = j`. -/
def pairSlope (g : (Pair N → ℝ) → ℝ) (x : Fin N → V) (i j : Fin N) : ℝ :=
  if h : i < j then bondSlope g x ⟨(i, j), h⟩
  else if h : j < i then bondSlope g x ⟨(j, i), h⟩ else 0

/-- The force of atom `j` on atom `i`, for atoms at different positions:
minus the slope of `g` times the unit vector from `j` to `i`. -/
def pairForce (g : (Pair N → ℝ) → ℝ) (x : Fin N → V) (i j : Fin N) : V :=
  -((pairSlope g x i j / ‖x i - x j‖) • (x i - x j))
```

The derivation uses the hypothesis through a sign. If atom i moves by v, the difference x_k − x_l changes by ε_p(i) v, where ε_p(i) is 1 for i = k, −1 for i = l and 0 otherwise. Each distance therefore acts on its two atoms with opposite signs. In the file this sign is `incidence p i`.

```lean
/-- The sign with which atom `i` enters a pair: `1` as first atom, `-1` as second, else `0`. -/
def incidence (p : Pair N) (i : Fin N) : ℝ :=
  (if p.1.1 = i then 1 else 0) - (if p.1.2 = i then 1 else 0)
```

## The space of positions is complete

The force is minus the gradient of E in the position of one atom, with the others held fixed. `Function.update x i y` is the configuration in which atom i has been moved to y.

```lean
/-- The force on atom `i`: minus the gradient of the energy in the position of that atom. -/
def force [CompleteSpace V] (g : (Pair N → ℝ) → ℝ) (x : Fin N → V) (i : Fin N) : V :=
  -gradient (fun y => energy g (Function.update x i y)) (x i)
```

Completeness, `CompleteSpace V`, enters because Mathlib defines the gradient through the correspondence between linear functionals and vectors, which needs a complete space. Every R^d is complete, so the condition costs nothing there. The derivation by hand does not need it, since it produces the gradient vector explicitly.

## No two atoms coincide

The hypothesis `hx : Function.Injective x` says that different atoms have different positions, so every r_p is positive. By hand, it is needed to differentiate a distance. The square r_p² = ⟨x_k − x_l, x_k − x_l⟩ has the derivative 2 ε_p(i) ⟨x_k − x_l, v⟩ when atom i moves by v. Taking the square root divides this by 2 r_p:

D_i r_p (v) = ε_p(i) ⟨x_k − x_l, v⟩ / r_p.

Without the hypothesis the force may not exist. Let two atoms have the energy E = r and put them at the same point of R^d, with d ≥ 1. As a function of the first position, E has a conical tip there and no gradient. Mathlib's `gradient` returns zero at such a point, which has no meaning as a force.

## g is differentiable at the current distances

The hypothesis `hg` asks for differentiability of g at one list of distances, `pairDist x`. It excludes an energy that jumps at a cutoff just when a pair sits at that cutoff. It concerns all lists near the current one, including those that no arrangement of atoms realises.

Without it, take two atoms with g(r) = |r − 1| at distance 1. The energy rises with slope 1 whether the atoms approach or separate, so it has a kink there and again no gradient.

By hand, the hypothesis allows the chain rule:

D_i E (v) = Σ_p s_p D_i r_p (v) = ⟨Σ_p ε_p(i) (s_p / r_p) (x_k − x_l), v⟩.

The force can be read off:

F_i = −Σ_p ε_p(i) (s_p / r_p) (x_k − x_l).

Now sort the terms by the partner j of atom i. If i < j, the pair is (i, j) and gives −(s_ij / r_ij)(x_i − x_j). If j < i, the pair is (j, i) with sign −1 and gives +(s_ij / r_ij)(x_j − x_i), which is the same vector. Hence

F_i = Σ_{j≠i} F_ij.

The lemma `sum_incidence` does this sorting for any vector-valued function of pairs. It turns the sum over pairs into a double sum over atoms and keeps the terms in which i is the first or the second member.

```lean
/-- A signed sum over pairs, regrouped as a sum over the partners of atom `i`. -/
theorem sum_incidence (f : Pair N → V) (i : Fin N) :
    ∑ p, incidence p i • f p = ∑ j, ((if h : i < j then f ⟨(i, j), h⟩ else 0) -
      (if h : j < i then f ⟨(j, i), h⟩ else 0)) := by
  have h1 (G : Fin N × Fin N → V) (hG : ∀ q, ¬ q.1 < q.2 → G q = 0) :
      ∑ q, G q = ∑ p : Pair N, G p.1 := by
    rw [← Finset.sum_subtype (Finset.univ.filter fun q : Fin N × Fin N => q.1 < q.2)
      (by simp) G]
    symm
    apply Finset.sum_filter_of_ne
    intro q _ hq
    by_contra h
    exact hq (hG q h)
  have key (F : Pair N → V) :
      ∑ p, F p = ∑ a, ∑ b, if h : a < b then F ⟨(a, b), h⟩ else 0 := by
    have h2 := h1 (fun q => if h : q.1 < q.2 then F ⟨q, h⟩ else 0) (fun q h => dif_neg h)
    have h3 : ∑ p : Pair N, (if h : p.1.1 < p.1.2 then F ⟨p.1, h⟩ else 0) = ∑ p, F p :=
      Finset.sum_congr rfl fun p _ => dif_pos p.2
    exact (h2.trans h3).symm.trans (Fintype.sum_prod_type _)
  rw [key]
  calc _ = ∑ a, ∑ b, ((if a = i then (if h : a < b then f ⟨(a, b), h⟩ else 0) else 0) -
        (if b = i then (if h : a < b then f ⟨(a, b), h⟩ else 0) else 0)) := by
        refine Finset.sum_congr rfl fun a _ => Finset.sum_congr rfl fun b _ => ?_
        by_cases h : a < b <;> simp [h, incidence, sub_smul, ite_smul]
    _ = _ := by
        simp only [Finset.sum_sub_distrib]
        congr 1
        · rw [Finset.sum_comm]
          simp only [Finset.sum_ite_eq', Finset.mem_univ, if_true]
        · simp only [Finset.sum_ite_eq', Finset.mem_univ, if_true]
```

Exchanging i and j leaves s_ij and r_ij unchanged and reverses x_i − x_j, so F_ij = −F_ji. This step needs neither `hx` nor `hg`.

```lean
/-- Action equals reaction for the pair forces. -/
theorem pairForce_antisymm (g : (Pair N → ℝ) → ℝ) (x : Fin N → V) (i j : Fin N) :
    pairForce g x i j = -pairForce g x j i := by
  have hs : pairSlope g x i j = pairSlope g x j i := by
    rcases lt_trichotomy i j with h | h | h
    · simp only [pairSlope, dif_pos h, dif_neg (lt_asymm h)]
    · rw [h]
    · simp only [pairSlope, dif_pos h, dif_neg (lt_asymm h)]
  simp only [pairForce]
  rw [hs, norm_sub_rev (x i) (x j)]
  module
```

The next theorem proves that the gradient exists and has the value found above. Inside it, `hpos` differentiates the positions and `hdist` the distances. `hx` is used in `h0`, which states that the squared distance is not zero. `hg` enters in `hg'`, and `hL` writes the derivative of g as a sum over its slopes.

```lean
variable [CompleteSpace V] {g : (Pair N → ℝ) → ℝ} {x : Fin N → V}

/-- For distinct atoms and `g` differentiable at their distances, the energy has a gradient in the
position of each atom, given by the chain rule as a signed sum over pairs. -/
theorem hasGradientAt_energy (hx : Function.Injective x)
    (hg : DifferentiableAt ℝ g (pairDist x)) (i : Fin N) :
    HasGradientAt (fun y => energy g (Function.update x i y))
      (∑ p, incidence p i • (bondSlope g x p / pairDist x p) • (x p.1.1 - x p.1.2)) (x i) := by
  have hpos (k : Fin N) : HasFDerivAt (fun y => Function.update x i y k)
      ((if k = i then (1 : ℝ) else 0) • ContinuousLinearMap.id ℝ V) (x i) := by
    by_cases h : k = i
    · subst h
      simp only [Function.update_self, if_true, one_smul]
      exact hasFDerivAt_id _
    · simp only [Function.update_of_ne h, if_neg h, zero_smul]
      exact hasFDerivAt_const _ _
  -- each distance is differentiable because the two atoms do not coincide
  have hdist (p : Pair N) : HasFDerivAt (fun y => pairDist (Function.update x i y) p)
      ((incidence p i / pairDist x p) • innerSL ℝ (x p.1.1 - x p.1.2)) (x i) := by
    have hu : HasFDerivAt
        (fun y => Function.update x i y p.1.1 - Function.update x i y p.1.2)
        (incidence p i • ContinuousLinearMap.id ℝ V) (x i) := by
      have h := (hpos p.1.1).sub (hpos p.1.2)
      rw [← sub_smul] at h
      exact h
    have h0 : ‖Function.update x i (x i) p.1.1 - Function.update x i (x i) p.1.2‖ ^ 2 ≠ 0 := by
      rw [Function.update_eq_self]
      exact pow_ne_zero 2 (norm_ne_zero_iff.2 (sub_ne_zero.2 fun h => ne_of_lt p.2 (hx h)))
    have h := hu.norm_sq.sqrt h0
    simp only [Real.sqrt_sq (norm_nonneg _), Function.update_eq_self] at h
    refine h.congr_fderiv ?_
    ext v
    simp only [smul_apply, ContinuousLinearMap.comp_apply,
      ContinuousLinearMap.id_apply, map_smul, smul_eq_mul, nsmul_eq_mul, Nat.cast_ofNat, pairDist]
    ring
  have hD : HasFDerivAt (fun y => pairDist (Function.update x i y))
      (ContinuousLinearMap.pi fun p : Pair N =>
        (incidence p i / pairDist x p) • innerSL ℝ (x p.1.1 - x p.1.2)) (x i) :=
    hasFDerivAt_pi.2 hdist
  have hg' : HasFDerivAt g (fderiv ℝ g (pairDist x))
      (pairDist (Function.update x i (x i))) := by
    rw [Function.update_eq_self]
    exact hg.hasFDerivAt
  have hL (w : Pair N → ℝ) : fderiv ℝ g (pairDist x) w = ∑ p, w p * bondSlope g x p := by
    have hw : w = ∑ p, w p • (Pi.single p (1 : ℝ) : Pair N → ℝ) := by
      ext q
      simp [Finset.sum_apply, Pi.single_apply]
    conv_lhs => rw [hw]
    simp only [map_sum, map_smul, smul_eq_mul, bondSlope]
  rw [hasGradientAt_iff_hasFDerivAt]
  refine (hg'.comp (x i) hD).congr_fderiv ?_
  ext v
  change fderiv ℝ g (pairDist x)
    (fun p => (incidence p i / pairDist x p) * inner ℝ (x p.1.1 - x p.1.2) v) =
    inner ℝ (∑ p, incidence p i • (bondSlope g x p / pairDist x p) • (x p.1.1 - x p.1.2)) v
  rw [hL, sum_inner]
  refine Finset.sum_congr rfl fun p _ => ?_
  rw [real_inner_smul_left, real_inner_smul_left]
  ring
```

## The virial as a sum over pairs

Let A be a linear map of V to itself, and displace each atom in proportion to A x_i. Inserting F_i and summing over i first gives

Σ_i ⟨A x_i, F_i⟩ = −Σ_p (s_p / r_p) ⟨A x_k − A x_l, x_k − x_l⟩ = −Σ_p (s_p / r_p) ⟨A(x_k − x_l), x_k − x_l⟩.

The proof follows the same order: it inserts the gradient, exchanges the two sums with `Finset.sum_comm`, and evaluates the signs.

```lean
/-- The work of the forces under a linear displacement field `A`, as a sum over pairs, for distinct
atoms and `g` differentiable at their distances. -/
theorem sum_inner_force (hx : Function.Injective x)
    (hg : DifferentiableAt ℝ g (pairDist x)) (A : V →ₗ[ℝ] V) :
    ∑ i, inner ℝ (A (x i)) (force g x i) = -∑ p, bondSlope g x p / pairDist x p *
      inner ℝ (A (x p.1.1 - x p.1.2)) (x p.1.1 - x p.1.2) := by
  simp only [force, (hasGradientAt_energy hx hg _).gradient, inner_neg_right, inner_sum,
    real_inner_smul_right, Finset.sum_neg_distrib]
  rw [Finset.sum_comm, neg_inj]
  refine Finset.sum_congr rfl fun p _ => ?_
  simp only [incidence, sub_mul, ite_mul, one_mul, zero_mul, Finset.sum_sub_distrib,
    Finset.sum_ite_eq, Finset.mem_univ, if_true]
  rw [map_sub, inner_sub_left]
  ring
```

For A equal to the identity, the inner product on the right is r_p², and one factor r_p cancels:

Σ_i ⟨x_i, F_i⟩ = −Σ_p r_p s_p.

The cancellation uses distinctness a second time, as `hr` in the proof below. The four parts of the theorem say that F_i is the sum of the F_ij, that F_ij = −F_ji, that F_ij is a multiple of x_i − x_j, and that the virial formula holds. The sum over j in Lean includes j = i, where the pair force is zero. For N = 0 or N = 1 there are no pairs, and the virial is zero.

```lean
/-- For distinct atoms and an energy that is a function `g` of the pair distances alone, with `g`
differentiable at the current distances, the force on each atom is a sum of antisymmetric central
pair forces, and the virial is minus the sum of `r ∂g/∂r` over pairs. -/
theorem central_forces_and_virial (hx : Function.Injective x)
    (hg : DifferentiableAt ℝ g (pairDist x)) :
    (∀ i, force g x i = ∑ j, pairForce g x i j) ∧
    (∀ i j, pairForce g x i j = -pairForce g x j i) ∧
    (∀ i j, ∃ c : ℝ, pairForce g x i j = c • (x i - x j)) ∧
    ∑ i, inner ℝ (x i) (force g x i) = -∑ p, pairDist x p * bondSlope g x p := by
  refine ⟨fun i => ?_, pairForce_antisymm g x, fun i j => ⟨_, (neg_smul _ _).symm⟩, ?_⟩
  · rw [force, (hasGradientAt_energy hx hg i).gradient,
      sum_incidence (fun p => (bondSlope g x p / pairDist x p) • (x p.1.1 - x p.1.2)),
      ← Finset.sum_neg_distrib]
    refine Finset.sum_congr rfl fun j _ => ?_
    rcases lt_trichotomy i j with h | h | h
    · simp only [pairForce, pairSlope, dif_pos h, dif_neg (lt_asymm h), pairDist, sub_zero]
    · subst h
      simp [pairForce]
    · simp only [pairForce, pairSlope, dif_pos h, dif_neg (lt_asymm h), pairDist]
      rw [norm_sub_rev (x i) (x j)]
      module
  · -- the virial is the work under a uniform dilation
    have h := sum_inner_force hx hg LinearMap.id
    simp only [LinearMap.id_apply, real_inner_self_eq_norm_sq] at h
    rw [h, neg_inj]
    refine Finset.sum_congr rfl fun p _ => ?_
    have hr : pairDist x p ≠ 0 :=
      norm_ne_zero_iff.2 (sub_ne_zero.2 fun h => ne_of_lt p.2 (hx h))
    change bondSlope g x p / pairDist x p * pairDist x p ^ 2 = _
    rw [div_mul_eq_mul_div, div_eq_iff hr]
    ring
```

In a simulation, the virial supplies the interaction part of the pressure; the formula here is for a finite set of atoms without periodic images. The pair forces belong to g and not to E alone. The distances of three atoms that can move only along a line (V = R) are not independent, and neither are those of five atoms in R³. Two different functions g can then give the same energy for all positions but different pair forces.

## Total force and total torque

Both results rest on the same hypotheses. For the total force, sum F_i over i. Each pair contributes with the factor Σ_i ε_p(i) = 1 − 1 = 0, so

Σ_i F_i = 0.

```lean
/-- The total force vanishes for distinct atoms and `g` differentiable at their distances. -/
theorem total_force_zero (hx : Function.Injective x)
    (hg : DifferentiableAt ℝ g (pairDist x)) : ∑ i, force g x i = 0 := by
  simp only [force, (hasGradientAt_energy hx hg _).gradient, Finset.sum_neg_distrib]
  rw [Finset.sum_comm, neg_eq_zero]
  refine Finset.sum_eq_zero fun p _ => ?_
  rw [← Finset.sum_smul]
  simp [incidence, Finset.sum_sub_distrib]
```

For the torque, take two vectors a and b and the generator of rotations in their plane,

A v = ⟨a, v⟩ b − ⟨b, v⟩ a.

Then ⟨A v, v⟩ = ⟨a, v⟩⟨b, v⟩ − ⟨b, v⟩⟨a, v⟩ = 0 for every v. All pair terms in the formula for Σ_i ⟨A x_i, F_i⟩ vanish, which leaves

Σ_i (⟨a, x_i⟩⟨b, F_i⟩ − ⟨b, x_i⟩⟨a, F_i⟩) = 0.

In R³, with a and b the unit vectors along the first two axes, this is the third component of the total torque. The form with two vectors needs no cross product and so holds in every dimension. In the proof, `hz` is the identity ⟨A u, u⟩ = 0, and `sum_inner_force` does the rest.

```lean
/-- For distinct atoms and `g` differentiable at their distances, the total torque vanishes: its
component for any two vectors `a`, `b` is zero. -/
theorem total_torque_zero (hx : Function.Injective x)
    (hg : DifferentiableAt ℝ g (pairDist x)) (a b : V) :
    ∑ i, (inner ℝ a (x i) * inner ℝ b (force g x i) -
      inner ℝ b (x i) * inner ℝ a (force g x i)) = 0 := by
  -- the generator of rotations in the plane of `a` and `b`
  obtain ⟨A, hA⟩ : ∃ A : V →ₗ[ℝ] V, ∀ v, A v = inner ℝ a v • b - inner ℝ b v • a :=
    ⟨(innerₗ V a).smulRight b - (innerₗ V b).smulRight a, fun v => rfl⟩
  have hz (u : V) : inner ℝ (A u) u = 0 := by
    rw [hA, inner_sub_left, real_inner_smul_left, real_inner_smul_left]
    ring
  have h := sum_inner_force hx hg A
  simp only [hz, mul_zero, Finset.sum_const_zero, neg_zero] at h
  simpa only [hA, inner_sub_left, real_inner_smul_left] using h

end DistancePotential
```

```lean
#print axioms DistancePotential.central_forces_and_virial
#print axioms DistancePotential.total_force_zero
#print axioms DistancePotential.total_torque_zero
```

```
'DistancePotential.central_forces_and_virial' depends on axioms: [propext, Classical.choice, Quot.sound]
'DistancePotential.total_force_zero' depends on axioms: [propext, Classical.choice, Quot.sound]
'DistancePotential.total_torque_zero' depends on axioms: [propext, Classical.choice, Quot.sound]
```
